# Uniform algebraic decay of the one-body density matrix on periodic lattices sends the condensate fraction to zero

Algebraic order describes an infinite system, whereas the largest eigenvalue and the trace of a matrix belong to a finite one. The order is therefore expressed here as a bound on a sequence of finite periodic lattices, with the same constants at every size. For $L = 0, 1, 2, \dots$ let $\rho_L$ be a Hermitian matrix indexed by the sites of a torus with $d+1$ axes and side $L+1$. Suppose that

$$\rho_L(x,x) = n, \qquad |\rho_L(x,y)| \le n\,\bigl(1+\mathrm{dist}(x,y)\bigr)^{-\eta}, \qquad n>0,\ \eta>0 .$$

Then the largest eigenvalue of $\rho_L$ divided by its trace tends to zero as $L \to \infty$. The square torus is the case $d=1$.

In a system of bosons, $\rho_L(x,y)$ is the one-body density matrix and $n$ is the mean number of particles per site. The exponent $\eta$ says how fast phase coherence is lost with distance; in a two-dimensional superfluid at finite temperature it is set by thermal phase fluctuations. In path-integral Monte Carlo with worm updates of a translation-invariant system, a suitably normalised histogram of the separation between the two ends of the worm, recorded when they are at the same imaginary time, gives an estimate of $\rho_L$. If a lattice model satisfies both conditions above, uniform density and decay, at every size with the same $n$ and $\eta$, a nonzero condensate fraction measured on one finite lattice is a finite-size effect.

## Sites, distances and the condensate fraction

The general matrix lemmas use an arbitrary finite set of sites, called `ι`.

```lean
import Mathlib

open Filter Topology Matrix

namespace AlgebraicOrderNoCondensate

noncomputable section

variable {ι : Type*} [Fintype ι]
```

A site of the torus is a list of $D$ coordinates, each an integer modulo the side length. In the definitions of this section $L$ is the side length itself; the later results on rings and tori use side $L+1$.

```lean
/-- Sites of a periodic lattice with `D` axes and side length `L`. -/
abbrev Torus (D L : ℕ) := Fin D → ZMod L
```

On a ring of $L$ sites, let $r \in \{0,\dots,L-1\}$ be the remainder of $a-b$ modulo $L$. The shorter way round has length $\min(r, L-r)$.

```lean
/-- Distance between two sites of a ring of `L ≥ 1` sites, taken the shorter way round. -/
def ringDist {L : ℕ} (a b : ZMod L) : ℕ := min (a - b).val (L - (a - b).val)
```

The distance on the torus is the largest of these ring distances, $\mathrm{dist}(x,y) = \max_i \mathrm{dist}(x_i,y_i)$.

```lean
/-- Periodic sup-norm distance: the largest of the ring distances along the axes. -/
def torusDist {D L : ℕ} (x y : Torus D L) : ℕ :=
  Finset.univ.sup fun i => ringDist (x i) (y i)
```

A real number $\mu$ is an eigenvalue of $A$ if $Av = \mu v$ for some orbital $v \neq 0$. The orbital need not be normalised.

```lean
/-- The real number `μ` is an eigenvalue of `A`: some nonzero orbital `v` has `A v = μ v`. -/
def IsEigenvalue (A : Matrix ι ι ℂ) (μ : ℝ) : Prop :=
  ∃ v : ι → ℂ, v ≠ 0 ∧ A *ᵥ v = (μ : ℂ) • v
```

The condensate fraction is $\lambda_{\max}/\operatorname{tr}A$: the occupation of the most occupied natural orbital, divided by the particle number. The code writes $\lambda_{\max}$ as the supremum of the real eigenvalues. For a Hermitian matrix on a nonempty finite set of sites, this is the largest eigenvalue.

```lean
/-- Largest eigenvalue (supremum of the real eigenvalues) of a Hermitian one-body density
matrix divided by its trace, for nonzero trace. -/
def condensateFraction (A : Matrix ι ι ℂ) : ℝ :=
  sSup {μ : ℝ | IsEigenvalue A μ} / A.trace.re
```

## Two bounds on the largest eigenvalue

Let $Av=\mu v$ with $v\ne0$, and let $x$ be a site where $|v(x)|$ is largest, so that $|v(x)|>0$. If every absolute row sum of $A$ is at most $B$, then

$$\mu|v(x)| \le |\mu||v(x)| = \Bigl|\sum_y A(x,y)v(y)\Bigr| \le \sum_y |A(x,y)|\,|v(x)| \le B\,|v(x)| .$$

Division by $|v(x)|$ gives $\mu\le B$.

```lean
/-- A real eigenvalue is at most any common bound on the absolute row sums. -/
theorem eigenvalue_le_rowSum (A : Matrix ι ι ℂ) (B : ℝ)
    (hB : ∀ x, ∑ y, ‖A x y‖ ≤ B) {μ : ℝ} (hμ : IsEigenvalue A μ) : μ ≤ B := by
  obtain ⟨v, hv, h⟩ := hμ
  obtain ⟨i, hi⟩ := Function.ne_iff.mp hv
  have : Nonempty ι := ⟨i⟩
  -- look at the site where the orbital is largest
  obtain ⟨x, hx⟩ := Finite.exists_max (fun x => ‖v x‖)
  have hpos : 0 < ‖v x‖ := (norm_pos_iff.mpr hi).trans_le (hx i)
  have e : ∑ y, A x y * v y = (μ : ℂ) * v x := congrFun h x
  refine le_of_mul_le_mul_right ?_ hpos
  calc μ * ‖v x‖ ≤ |μ| * ‖v x‖ := mul_le_mul_of_nonneg_right (le_abs_self μ) hpos.le
    _ = ‖∑ y, A x y * v y‖ := by rw [e, norm_mul, Complex.norm_real, Real.norm_eq_abs]
    _ ≤ ∑ y, ‖A x y‖ * ‖v x‖ := (norm_sum_le _ _).trans (Finset.sum_le_sum fun y _ => by
        rw [norm_mul]
        exact mul_le_mul_of_nonneg_left (hx y) (norm_nonneg _))
    _ = (∑ y, ‖A x y‖) * ‖v x‖ := by rw [Finset.sum_mul]
    _ ≤ B * ‖v x‖ := mul_le_mul_of_nonneg_right (hB x) hpos.le
```

The `calc` block is this chain, and `Finite.exists_max` supplies the site $x$.

For a lower bound, let a Hermitian $A$ on $N\ge1$ sites have eigenvalues $\lambda_1,\dots,\lambda_N$. The trace is their sum, so

$$\operatorname{tr}A = \sum_{j=1}^N \lambda_j \le N\lambda_{\max} .$$

```lean
/-- A Hermitian matrix has an eigenvalue that is at least its trace per site. -/
theorem exists_eigenvalue_ge_mean [DecidableEq ι] [Nonempty ι]
    {A : Matrix ι ι ℂ} (hA : A.IsHermitian) :
    ∃ μ : ℝ, IsEigenvalue A μ ∧ A.trace.re ≤ Fintype.card ι * μ := by
  obtain ⟨i, hi⟩ := Finite.exists_max hA.eigenvalues
  refine ⟨hA.eigenvalues i, ⟨(hA.eigenvectorBasis i).ofLp, fun h => ?_, ?_⟩, ?_⟩
  · apply hA.eigenvectorBasis.orthonormal.ne_zero i
    ext x
    exact congrFun h x
  · refine (hA.mulVec_eigenvectorBasis i).trans ?_
    ext x
    rw [Pi.smul_apply, Pi.smul_apply, Complex.real_smul, smul_eq_mul]
  · rw [hA.trace_eq_sum_eigenvalues, Complex.re_sum, ← nsmul_eq_mul, ← Finset.card_univ]
    exact Finset.sum_le_card_nsmul _ _ _ fun j _ => (Complex.ofReal_re _).trans_le (hi j)
```

The eigenvalues and eigenvectors come from Mathlib's spectral theorem. The first two bullets show that the chosen number is an eigenvalue in the sense defined above, and the third is the displayed inequality.

## Counting sites by distance

Let $f(k)\ge0$ be a nonincreasing function of the distance $k$. On a ring of $L+1$ sites with $a$ fixed, the remainder $k$ of $a-b$ takes each value $0,\dots,L$ once as $b$ varies. Hence

$$\sum_b f(\mathrm{dist}(a,b)) = \sum_{k=0}^{L} f\bigl(\min(k,L+1-k)\bigr) \le \sum_{k=0}^{L}\bigl[f(k)+f(L-k)\bigr] = 2\sum_{k=0}^{L} f(k).$$

The inequality holds term by term. If the minimum is $k$, the term is $f(k)$. If it is $L+1-k$, then $f(L+1-k)\le f(L-k)$ because $f$ does not increase.

```lean
/-- On a ring, a decaying profile summed over all sites is at most twice its sum over
the distances `0, …, L`. -/
theorem ring_sum_le {f : ℕ → ℝ} (hf : Antitone f) (h0 : ∀ k, 0 ≤ f k) (L : ℕ)
    (a : ZMod (L + 1)) :
    ∑ b, f (ringDist a b) ≤ 2 * ∑ k ∈ Finset.range (L + 1), f k := by
  have h1 : ∑ b, f (ringDist a b) = ∑ k ∈ Finset.range (L + 1), f (min k (L + 1 - k)) := by
    refine Finset.sum_bij (fun b _ => (a - b).val)
      (fun b _ => Finset.mem_range.mpr (ZMod.val_lt _))
      (fun b _ c _ h => sub_right_inj.mp (ZMod.val_injective _ h))
      (fun k hk => ⟨a - (k : ZMod (L + 1)), Finset.mem_univ _, ?_⟩) (fun _ _ => rfl)
    simp only [sub_sub_cancel, ZMod.val_natCast]
    exact Nat.mod_eq_of_lt (Finset.mem_range.mp hk)
  rw [h1, two_mul]
  -- count the distances once in each direction round the ring
  refine (Finset.sum_le_sum (g := fun k => f k + f (L + 1 - 1 - k)) fun k _ => ?_).trans_eq ?_
  · rcases le_total k (L + 1 - k) with h | h
    · rw [min_eq_left h]
      exact le_add_of_nonneg_right (h0 _)
    · rw [min_eq_right h]
      exact (hf (by omega)).trans (le_add_of_nonneg_left (h0 k))
  · rw [Finset.sum_add_distrib, Finset.sum_range_reflect]
```

The change of variable is `Finset.sum_bij`, `rcases` separates the two cases, and `Finset.sum_range_reflect` reverses the order of the second sum.

A torus with $D$ axes and side $L+1$ has $(L+1)^D$ sites.

```lean
/-- The torus with `D` axes and side `L + 1` has `(L + 1) ^ D` sites. -/
theorem card_torus (D L : ℕ) :
    (Fintype.card (Torus D (L + 1)) : ℝ) = ((L : ℝ) + 1) ^ D := by
  simp only [Fintype.card_fun, ZMod.card, Fintype.card_fin, Nat.cast_pow, Nat.cast_add,
    Nat.cast_one]
```

With $d+1$ axes, the distance is at least the ring distance along the first axis. Since $f$ does not increase, replacing the former by the latter can only raise the sum. The remaining $d$ coordinates are then free and contribute a factor $(L+1)^d$:

$$\sum_y f(\mathrm{dist}(x,y)) \le (L+1)^d\sum_{b} f(\mathrm{dist}(x_0,b)) \le 2(L+1)^d\sum_{k=0}^{L} f(k).$$

```lean
/-- On a torus with `d + 1` axes, the summed profile is at most the ring bound times
the number of sites of a `d`-dimensional layer. -/
theorem torus_sum_le {f : ℕ → ℝ} (hf : Antitone f) (h0 : ∀ k, 0 ≤ f k) (d L : ℕ)
    (x : Torus (d + 1) (L + 1)) : ∑ y, f (torusDist x y)
      ≤ ((L : ℝ) + 1) ^ d * (2 * ∑ k ∈ Finset.range (L + 1), f k) := by
  have hd : ∀ y, ringDist (x 0) (y 0) ≤ torusDist x y := fun y => by
    unfold torusDist
    exact Finset.le_sup (f := fun i => ringDist (x i) (y i)) (Finset.mem_univ 0)
  calc ∑ y, f (torusDist x y)
      ≤ ∑ y : Torus (d + 1) (L + 1), f (ringDist (x 0) (y 0)) :=
        Finset.sum_le_sum fun y _ => hf (hd y)
    _ = ∑ p : ZMod (L + 1) × Torus d (L + 1), f (ringDist (x 0) p.1) :=
        Fintype.sum_equiv (Fin.consEquiv fun _ : Fin (d + 1) => ZMod (L + 1)).symm _ _
          fun _ => rfl
    _ = ((L : ℝ) + 1) ^ d * ∑ b, f (ringDist (x 0) b) := by
        rw [Fintype.sum_prod_type, Finset.mul_sum]
        refine Finset.sum_congr rfl fun b _ => ?_
        change ∑ _y : Torus d (L + 1), f (ringDist (x 0) b) = _
        rw [Finset.sum_const, Finset.card_univ, nsmul_eq_mul, card_torus]
    _ ≤ _ := mul_le_mul_of_nonneg_left (ring_sum_le hf h0 L (x 0)) (by positivity)
```

Lean numbers the axes from zero, so `x 0` is the first coordinate. `Fin.consEquiv` splits a site into that coordinate and the rest.

## A bound at each lattice size

Suppose that $A$ is Hermitian with diagonal $n$ and that $|A(x,y)|\le n f(\mathrm{dist}(x,y))$. Its trace is $n(L+1)^{d+1}$, and every absolute row sum is at most $2n(L+1)^d\sum_{k=0}^{L}f(k)$. The row-sum bound on the eigenvalues then gives

$$\frac{\lambda_{\max}}{\operatorname{tr}A} \le \frac{2n(L+1)^d\sum_{k=0}^{L}f(k)}{n(L+1)^{d+1}} = \frac{2}{L+1}\sum_{k=0}^{L}f(k).$$

The fraction is also nonnegative, because $N\lambda_{\max}\ge\operatorname{tr}A>0$ with $N=(L+1)^{d+1}$.

```lean
/-- Finite-size bound: the condensate fraction is nonnegative and at most twice the mean of
the decay profile over one side length. -/
theorem condensateFraction_bounds {d L : ℕ} {n : ℝ} (hn : 0 < n) {f : ℕ → ℝ}
    (hf : Antitone f) (h0 : ∀ k, 0 ≤ f k)
    {A : Matrix (Torus (d + 1) (L + 1)) (Torus (d + 1) (L + 1)) ℂ} (hA : A.IsHermitian)
    (hdiag : ∀ x, A x x = n) (hdec : ∀ x y, ‖A x y‖ ≤ n * f (torusDist x y)) :
    0 ≤ condensateFraction A ∧ condensateFraction A
      ≤ 2 * (((L : ℝ) + 1)⁻¹ * ∑ k ∈ Finset.range (L + 1), f k) := by
  have ht : A.trace.re = ((L : ℝ) + 1) ^ (d + 1) * n := by
    rw [Matrix.trace, Complex.re_sum]
    simp only [Matrix.diag_apply, hdiag, Complex.ofReal_re, Finset.sum_const,
      Finset.card_univ, nsmul_eq_mul]
    rw [card_torus]
  have htpos : 0 < A.trace.re := by rw [ht]; positivity
  have hrow : ∀ x, ∑ y, ‖A x y‖
      ≤ n * (((L : ℝ) + 1) ^ d * (2 * ∑ k ∈ Finset.range (L + 1), f k)) := fun x => by
    refine (Finset.sum_le_sum fun y _ => hdec x y).trans ?_
    rw [← Finset.mul_sum]
    exact mul_le_mul_of_nonneg_left (torus_sum_le hf h0 d L x) hn.le
  have hup := fun ν (hν : IsEigenvalue A ν) => eigenvalue_le_rowSum A _ hrow hν
  obtain ⟨μ, hμ, hmean⟩ := exists_eigenvalue_ge_mean hA
  have hμ0 : 0 ≤ μ := le_of_mul_le_mul_left
    (by rw [mul_zero]; exact htpos.le.trans hmean) (Nat.cast_pos.mpr Fintype.card_pos)
  have alg : ∀ M P S : ℝ, M ≠ 0 →
      n * (P * (2 * S)) = 2 * (M⁻¹ * S) * (P * M * n) := fun M P S hM => by
    linear_combination (-2 * n * P * S) * inv_mul_cancel₀ hM
  refine ⟨div_nonneg (hμ0.trans (le_csSup ⟨_, hup⟩ hμ)) htpos.le, ?_⟩
  rw [condensateFraction, div_le_iff₀ htpos, ht, pow_succ]
  exact (csSup_le ⟨μ, hμ⟩ hup).trans_eq (alg _ _ _ (by positivity))
```

Here `ht` is the trace, `hrow` the row-sum bound and `hup` its consequence for every eigenvalue. The identity `alg` cancels the common factors. Positive semidefiniteness, which a physical density matrix has, is not needed.

## The limit of large lattices

Take $f(k)=(1+k)^{-\eta}$, which is positive, nonincreasing and at most $1$, and tends to zero. Given $\varepsilon>0$, choose $K$ such that $f(k)\le\varepsilon$ for all $k\ge K$. Bounding the first $K$ terms by $1$ and the others by $\varepsilon$ gives

$$\frac{1}{L+1}\sum_{k=0}^{L}f(k) \le \frac{K}{L+1}+\varepsilon .$$

The first term on the right vanishes as $L\to\infty$, and $\varepsilon$ was arbitrary, so the mean tends to zero. The condensate fraction lies between zero and twice this mean, and it tends to zero as well.

```lean
/-- For Hermitian matrices on growing tori with diagonal `n > 0` and entries of modulus at most `n *
(1 + dist)^(-η)`, with fixed `η > 0`, the condensate fraction tends to zero. -/
theorem algebraic_order_no_condensate (d : ℕ) {n η : ℝ} (hn : 0 < n) (hη : 0 < η)
    (ρ : ∀ L : ℕ, Matrix (Torus (d + 1) (L + 1)) (Torus (d + 1) (L + 1)) ℂ)
    (hρ : ∀ L, (ρ L).IsHermitian) (hdiag : ∀ L x, ρ L x x = n)
    (hdec : ∀ L x y, ‖ρ L x y‖ ≤ n * (1 + (torusDist x y : ℝ)) ^ (-η)) :
    Tendsto (fun L => condensateFraction (ρ L)) atTop (𝓝 0) := by
  let f : ℕ → ℝ := fun k => (1 + (k : ℝ)) ^ (-η)
  have hf : Antitone f := fun j k hjk =>
    Real.rpow_le_rpow_of_nonpos (by positivity)
      (add_le_add le_rfl (Nat.cast_le.mpr hjk)) (neg_nonpos.mpr hη.le)
  have hlim : Tendsto f atTop (𝓝 0) := (tendsto_rpow_neg_atTop hη).comp
    (tendsto_atTop_add_const_left atTop 1 tendsto_natCast_atTop_atTop)
  have hb := fun L : ℕ => condensateFraction_bounds (f := f) hn hf
    (fun k => hf.le_of_tendsto hlim k) (hρ L) (hdiag L) (hdec L)
  -- the mean of a sequence that tends to zero tends to zero
  have hc := (hlim.cesaro.comp (tendsto_add_atTop_nat 1)).const_mul 2
  rw [mul_zero] at hc
  refine squeeze_zero (fun L => (hb L).1) (fun L => (hb L).2) (hc.congr fun L => ?_)
  simp only [Function.comp_apply, Nat.cast_add, Nat.cast_one]
```

In the statement, `ρ` is the sequence of matrices, and `hρ`, `hdiag` and `hdec` are Hermiticity, uniform density and decay. `Tendsto … atTop (𝓝 0)` is the limit $L\to\infty$. In the proof, `hlim.cesaro` is the averaging argument and `squeeze_zero` the final comparison.

The decay is assumed, not derived from a Hamiltonian or a temperature. It is an upper bound with prefactor $n$, so faster decay is included, and no lower bound on the correlations is used. The lattices have equal sides and the same density on every site. The theorem says nothing about the superfluid density, so a vanishing condensate fraction here does not rule out superfluidity.

## A constant density matrix has condensate fraction one

At $\eta=0$ the decay condition reads $|\rho_L(x,y)|\le n$, and the conclusion can fail. Let all entries of a matrix on $N\ge1$ sites equal $n>0$. The normalised uniform orbital $v(x)=1/\sqrt N$ satisfies

$$\sum_y n\,v(y) = Nn\,v(x),$$

so $Nn$ is an eigenvalue. Every row sum is also $Nn$, so no eigenvalue is larger. The trace is $Nn$ too, and the condensate fraction is exactly $1$.

```lean
/-- On a nonempty finite set of sites, the matrix with all entries equal to `n > 0` has condensate
fraction one. -/
theorem condensateFraction_constant [Nonempty ι] {n : ℝ} (hn : 0 < n) :
    condensateFraction (Matrix.of fun _ _ : ι => (n : ℂ)) = 1 := by
  have hcard : (0 : ℝ) < Fintype.card ι := Nat.cast_pos.mpr Fintype.card_pos
  have hup := fun ν => eigenvalue_le_rowSum (μ := ν) (Matrix.of fun _ _ : ι => (n : ℂ))
    (Fintype.card ι * n) (fun x => by simp [abs_of_pos hn])
  -- the uniform orbital is an eigenvector
  have hev : IsEigenvalue (Matrix.of fun _ _ : ι => (n : ℂ)) (Fintype.card ι * n) := by
    refine ⟨fun _ => 1, fun h =>
      one_ne_zero (α := ℂ) (congrFun h (Classical.arbitrary ι)), ?_⟩
    ext x
    simp [Matrix.mulVec, dotProduct]
  have ht : (Matrix.of fun _ _ : ι => (n : ℂ)).trace.re = Fintype.card ι * n := by
    rw [Matrix.trace, Complex.re_sum]
    simp [Matrix.diag]
  have hs : sSup {μ : ℝ | IsEigenvalue (Matrix.of fun _ _ : ι => (n : ℂ)) μ}
      = Fintype.card ι * n :=
    le_antisymm (csSup_le ⟨_, hev⟩ hup) (le_csSup ⟨_, hup⟩ hev)
  rw [condensateFraction, ht, hs]
  exact div_self (mul_pos hcard hn).ne'

end

end AlgebraicOrderNoCondensate
```

The code uses the unnormalised orbital with all components equal to one, which has the same eigenvalue. `le_antisymm` joins the upper bound from the row sums to the lower bound from this orbital.

```lean
#print axioms AlgebraicOrderNoCondensate.algebraic_order_no_condensate
#print axioms AlgebraicOrderNoCondensate.condensateFraction_constant
```

```
'AlgebraicOrderNoCondensate.algebraic_order_no_condensate' depends on axioms: [propext, Classical.choice, Quot.sound]
'AlgebraicOrderNoCondensate.condensateFraction_constant' depends on axioms: [propext, Classical.choice, Quot.sound]
```
